# Determinant ≤ normalised mixed immanant ≤ permanent for positive semidefinite 3 by 3 matrices

To compare how much of a three-particle product state is antisymmetric, of mixed symmetry or symmetric, the overlaps of its one-particle states are collected in a positive semidefinite matrix $A$, and each symmetry type is represented by a sum over permutations of products of entries of $A$, weighted by a character. With the mixed sum divided by two, the three numbers are real and never decrease in the order just given. This is not an ordering of the shares themselves, which carry different factors: for orthonormal states the three numbers are equal, while the mixed share is four times each of the other two.

```lean
import Mathlib

open Matrix Finset
open scoped ComplexOrder ComplexConjugate

namespace ImmanantOrdering

noncomputable section

/-- The immanant of a matrix for a weight `χ` on permutations: the sum over all permutations
of the weight times the product of the permuted entries. -/
def immanant {n : ℕ} (χ : Equiv.Perm (Fin n) → ℂ) (A : Matrix (Fin n) (Fin n) ℂ) : ℂ :=
  ∑ σ, χ σ * ∏ i, A (σ i) i

/-- The mixed-symmetry character of the permutations of three particles: the number of
particles left in place, minus one. -/
def mixedCharacter (σ : Equiv.Perm (Fin 3)) : ℂ :=
  (∑ i, if σ i = i then 1 else 0) - 1

/-- The mixed-symmetry immanant, divided by the dimension two of the representation. -/
def mixedImmanant (A : Matrix (Fin 3) (Fin 3) ℂ) : ℂ :=
  immanant mixedCharacter A / 2

/-- The direct term: the product of the real parts of the diagonal entries. -/
def direct (A : Matrix (Fin 3) (Fin 3) ℂ) : ℝ :=
  (A 0 0).re * (A 1 1).re * (A 2 2).re

/-- The pair exchange: each squared overlap times the diagonal entry of the spectator. -/
def pairExchange (A : Matrix (Fin 3) (Fin 3) ℂ) : ℝ :=
  (A 0 0).re * ‖A 1 2‖ ^ 2 + (A 1 1).re * ‖A 0 2‖ ^ 2 + (A 2 2).re * ‖A 0 1‖ ^ 2

/-- The cyclic exchange: the real part of the product of overlaps around the triangle. -/
def cyclicExchange (A : Matrix (Fin 3) (Fin 3) ℂ) : ℝ :=
  (A 0 1 * A 1 2 * A 2 0).re

/-- The determinant is the immanant of the sign, and the permanent is the immanant of the
constant weight one. -/
theorem det_and_permanent_are_immanants {n : ℕ} (A : Matrix (Fin n) (Fin n) ℂ) :
    A.det = immanant (fun σ => ((Equiv.Perm.sign σ : ℤ) : ℂ)) A ∧
      A.permanent = immanant (fun _ => 1) A := by
  refine ⟨Matrix.det_apply' A, ?_⟩
  simp [immanant, Matrix.permanent]

/-- The normalised mixed-symmetry immanant and the permanent of a 3 by 3 matrix, written out
in the matrix entries. -/
theorem explicit_formulas (A : Matrix (Fin 3) (Fin 3) ℂ) :
    mixedImmanant A = A 0 0 * A 1 1 * A 2 2
        - (A 0 1 * A 1 2 * A 2 0 + A 0 2 * A 1 0 * A 2 1) / 2 ∧
      A.permanent = A 0 0 * A 1 1 * A 2 2 + A 0 1 * A 1 2 * A 2 0 + A 0 2 * A 1 0 * A 2 1
        + A 0 0 * A 1 2 * A 2 1 + A 1 1 * A 0 2 * A 2 0 + A 2 2 * A 0 1 * A 1 0 := by
  -- list the six permutations
  have hs : ∀ f : Equiv.Perm (Fin 3) → ℂ, ∑ σ, f σ =
      f 1 + f (Equiv.swap 0 1) + f (Equiv.swap 0 2) + f (Equiv.swap 1 2)
        + f (Equiv.swap 0 1 * Equiv.swap 1 2) + f (Equiv.swap 1 2 * Equiv.swap 0 1) := by
    intro f
    have hu : (univ : Finset (Equiv.Perm (Fin 3))) =
        {1, Equiv.swap 0 1, Equiv.swap 0 2, Equiv.swap 1 2,
          Equiv.swap 0 1 * Equiv.swap 1 2, Equiv.swap 1 2 * Equiv.swap 0 1} := by decide
    rw [hu, sum_insert, sum_insert, sum_insert, sum_insert, sum_insert, sum_singleton]
    · ring
    all_goals decide
  constructor
  · rw [mixedImmanant, immanant, hs]
    simp only [mixedCharacter, Fin.prod_univ_three, Fin.sum_univ_three]
    simp [Equiv.swap_apply_def]
    ring
  · rw [Matrix.permanent, hs]
    simp [Fin.prod_univ_three, Equiv.swap_apply_def]
    ring

/-- In a Hermitian matrix the diagonal entries are real, and an entry times its mirror entry
is the squared modulus. -/
theorem hermitian_entries {A : Matrix (Fin 3) (Fin 3) ℂ} (hA : A.IsHermitian) (i j : Fin 3) :
    ((A i i).re : ℂ) = A i i ∧ (‖A i j‖ : ℂ) ^ 2 = A i j * A j i := by
  have hc : ∀ k l, conj (A k l) = A l k := fun k l => hA.apply l k
  refine ⟨Complex.conj_eq_iff_re.mp (hc i i), ?_⟩
  have h := Complex.mul_conj (A i j)
  rw [Complex.normSq_eq_norm_sq, hc] at h
  push_cast at h
  exact h.symm

/-- For a Hermitian matrix the determinant, the normalised mixed immanant and the permanent are
real combinations of the direct term, the pair exchange and the cyclic exchange. -/
theorem exchange_expansion {A : Matrix (Fin 3) (Fin 3) ℂ} (hA : A.IsHermitian) :
    A.det = ((direct A + 2 * cyclicExchange A - pairExchange A : ℝ) : ℂ) ∧
      mixedImmanant A = ((direct A - cyclicExchange A : ℝ) : ℂ) ∧
      A.permanent = ((direct A + 2 * cyclicExchange A + pairExchange A : ℝ) : ℂ) := by
  have hc : ∀ k l, conj (A k l) = A l k := fun k l => hA.apply l k
  have hre : ∀ i, ((A i i).re : ℂ) = A i i := fun i => (hermitian_entries hA i i).1
  have hp : ∀ i j, (‖A i j‖ : ℂ) ^ 2 = A i j * A j i := fun i j => (hermitian_entries hA i j).2
  -- the two cyclic products are complex conjugates
  have ht : A 0 1 * A 1 2 * A 2 0 + A 1 0 * A 2 1 * A 0 2 = 2 * (cyclicExchange A : ℂ) := by
    have h := Complex.add_conj (A 0 1 * A 1 2 * A 2 0)
    rw [map_mul, map_mul, hc, hc, hc] at h
    rw [h, cyclicExchange]
    push_cast
    ring
  obtain ⟨hm, hperm⟩ := explicit_formulas A
  refine ⟨?_, ?_, ?_⟩
  · rw [Matrix.det_fin_three, direct, pairExchange]
    push_cast
    simp only [hre, hp]
    linear_combination ht
  · rw [hm, direct]
    push_cast
    simp only [hre]
    linear_combination (-1 / 2 : ℂ) * ht
  · rw [hperm, direct, pairExchange]
    push_cast
    simp only [hre, hp]
    linear_combination ht

/-- In a positive semidefinite matrix a squared overlap is at most the product of the two
diagonal entries. -/
theorem overlap_sq_le {A : Matrix (Fin 3) (Fin 3) ℂ} (hA : A.PosSemidef) (i j : Fin 3) :
    ‖A i j‖ ^ 2 ≤ (A i i).re * (A j j).re := by
  -- a principal minor is nonnegative
  have h : 0 ≤ A i i * A j j - A i j * A j i := by
    have hdet := (hA.submatrix ![i, j]).det_nonneg
    rw [Matrix.det_fin_two] at hdet
    exact hdet
  rw [← (hermitian_entries hA.isHermitian i j).2, ← (hermitian_entries hA.isHermitian i j).1,
    ← (hermitian_entries hA.isHermitian j i).1] at h
  have h' : (0 : ℝ) ≤ (A i i).re * (A j j).re - ‖A i j‖ ^ 2 := by exact_mod_cast h
  linarith

/-- The arithmetic-geometric mean inequality for three nonnegative numbers, without roots. -/
theorem amgm_three {u v w : ℝ} (hu : 0 ≤ u) (hv : 0 ≤ v) (hw : 0 ≤ w) :
    27 * (u * v * w) ≤ (u + v + w) ^ 3 := by
  have hs : 0 ≤ u + v + w := by positivity
  nlinarith [mul_nonneg hu (sq_nonneg (v - w)), mul_nonneg hv (sq_nonneg (u - w)),
    mul_nonneg hw (sq_nonneg (u - v)), mul_nonneg hs (sq_nonneg (u - v)),
    mul_nonneg hs (sq_nonneg (v - w)), mul_nonneg hs (sq_nonneg (u - w))]

/-- For a positive semidefinite matrix the cyclic exchange is bounded by the product of the
three overlap moduli, and three times that product is bounded by the pair exchange. -/
theorem exchange_bound {A : Matrix (Fin 3) (Fin 3) ℂ} (hA : A.PosSemidef) :
    |cyclicExchange A| ≤ ‖A 0 1‖ * ‖A 1 2‖ * ‖A 0 2‖ ∧
      3 * (‖A 0 1‖ * ‖A 1 2‖ * ‖A 0 2‖) ≤ pairExchange A := by
  constructor
  · have h := Complex.abs_re_le_norm (A 0 1 * A 1 2 * A 2 0)
    rw [norm_mul, norm_mul, ← hA.isHermitian.apply 2 0, norm_star] at h
    rw [cyclicExchange, ← hA.isHermitian.apply 2 0]
    exact h
  · have hd : ∀ i, 0 ≤ (A i i).re := fun i => (Complex.le_def.mp (hA.diag_nonneg (i := i))).1
    have h01 := overlap_sq_le hA 0 1
    have h12 := overlap_sq_le hA 1 2
    have h02 := overlap_sq_le hA 0 2
    have ha := hd 0
    have hb := hd 1
    have hc := hd 2
    unfold pairExchange
    generalize (A 0 0).re = a at *
    generalize (A 1 1).re = b at *
    generalize (A 2 2).re = c at *
    have hp := norm_nonneg (A 0 1)
    have hq := norm_nonneg (A 1 2)
    have hr := norm_nonneg (A 0 2)
    generalize ‖A 0 1‖ = p at *
    generalize ‖A 1 2‖ = q at *
    generalize ‖A 0 2‖ = r at *
    -- the direct term dominates the product of the overlaps
    have hm : p * q * r ≤ a * b * c := by
      refine (pow_le_pow_iff_left₀ (by positivity) (by positivity) two_ne_zero).mp ?_
      calc (p * q * r) ^ 2 = p ^ 2 * q ^ 2 * r ^ 2 := by ring
        _ ≤ (a * b) * (b * c) * (a * c) := by gcongr
        _ = (a * b * c) ^ 2 := by ring
    refine (pow_le_pow_iff_left₀ (by positivity) (by positivity) three_ne_zero).mp ?_
    calc (3 * (p * q * r)) ^ 3 = 27 * ((p * q * r) * (p * q * r) ^ 2) := by ring
      _ ≤ 27 * ((a * b * c) * (p * q * r) ^ 2) := by gcongr
      _ = 27 * ((a * q ^ 2) * (b * r ^ 2) * (c * p ^ 2)) := by ring
      _ ≤ _ := amgm_three (by positivity) (by positivity) (by positivity)

/-- Immanant ordering: for a positive semidefinite 3 by 3 matrix the determinant, the normalised
mixed-symmetry immanant and the permanent are real, and each is at most the next. -/
theorem immanant_ordering {A : Matrix (Fin 3) (Fin 3) ℂ} (hA : A.PosSemidef) :
    A.det.im = 0 ∧ (mixedImmanant A).im = 0 ∧ A.permanent.im = 0 ∧
      A.det.re ≤ (mixedImmanant A).re ∧ (mixedImmanant A).re ≤ A.permanent.re := by
  obtain ⟨h1, h2, h3⟩ := exchange_expansion hA.isHermitian
  obtain ⟨ht, hS⟩ := exchange_bound hA
  obtain ⟨hl, hu⟩ := abs_le.mp ht
  rw [h1, h2, h3]
  refine ⟨Complex.ofReal_im _, Complex.ofReal_im _, Complex.ofReal_im _, ?_, ?_⟩
  · rw [Complex.ofReal_re, Complex.ofReal_re]
    linarith
  · rw [Complex.ofReal_re, Complex.ofReal_re]
    linarith

/-- For a positive semidefinite matrix with positive diagonal, the normalised mixed immanant
equals the permanent exactly when all three overlaps vanish. -/
theorem mixed_eq_permanent_iff {A : Matrix (Fin 3) (Fin 3) ℂ} (hA : A.PosSemidef)
    (hd : ∀ i, 0 < (A i i).re) :
    mixedImmanant A = A.permanent ↔ A 0 1 = 0 ∧ A 0 2 = 0 ∧ A 1 2 = 0 := by
  obtain ⟨h1, h2, h3⟩ := exchange_expansion hA.isHermitian
  constructor
  · intro h
    rw [h2, h3] at h
    have he := Complex.ofReal_injective h
    have hdet := hA.det_nonneg
    rw [h1] at hdet
    have hD := Complex.zero_le_real.mp hdet
    obtain ⟨ht, hS⟩ := exchange_bound hA
    have hl := (abs_le.mp ht).1
    have ha := hd 0
    have hb := hd 1
    have hc := hd 2
    have u0 : 0 ≤ (A 0 0).re * ‖A 1 2‖ ^ 2 := by positivity
    have v0 : 0 ≤ (A 1 1).re * ‖A 0 2‖ ^ 2 := by positivity
    have w0 : 0 ≤ (A 2 2).re * ‖A 0 1‖ ^ 2 := by positivity
    have hm0 : 0 ≤ ‖A 0 1‖ * ‖A 1 2‖ * ‖A 0 2‖ := by positivity
    have hcube : 27 * (direct A * (‖A 0 1‖ * ‖A 1 2‖ * ‖A 0 2‖) ^ 2) ≤ pairExchange A ^ 3 := by
      calc _ = 27 * (((A 0 0).re * ‖A 1 2‖ ^ 2) * ((A 1 1).re * ‖A 0 2‖ ^ 2)
            * ((A 2 2).re * ‖A 0 1‖ ^ 2)) := by rw [direct]; ring
        _ ≤ _ := amgm_three u0 v0 w0
    generalize ‖A 0 1‖ * ‖A 1 2‖ * ‖A 0 2‖ = m at *
    have hSm : pairExchange A = 3 * m := by linarith
    have hDm : 5 * m ≤ direct A := by linarith
    -- a nonzero cyclic product would make the determinant negative
    have hm : m = 0 := by
      by_contra hne
      have hpos : 0 < m := lt_of_le_of_ne hm0 (Ne.symm hne)
      have h5 := mul_le_mul_of_nonneg_right hDm (sq_nonneg m)
      have h6 : 0 < m ^ 3 := by positivity
      rw [hSm] at hcube
      nlinarith
    have hsum : pairExchange A = 0 := by rw [hSm, hm, mul_zero]
    rw [pairExchange] at hsum
    have key : ∀ (x : ℝ) (z : ℂ), 0 < x → x * ‖z‖ ^ 2 = 0 → z = 0 := by
      intro x z hx hz
      have hz2 := (mul_eq_zero.mp hz).resolve_left hx.ne'
      exact norm_eq_zero.mp ((pow_eq_zero_iff two_ne_zero).mp hz2)
    exact ⟨key _ _ hc (by linarith), key _ _ hb (by linarith), key _ _ ha (by linarith)⟩
  · rintro ⟨h01, h02, h12⟩
    rw [h2, h3]
    simp [pairExchange, cyclicExchange, h01, h02, h12]

/-- The all-ones matrix is positive semidefinite; its determinant and normalised mixed immanant
are both zero, and its permanent is six. -/
theorem all_ones_values :
    (Matrix.of fun _ _ => 1 : Matrix (Fin 3) (Fin 3) ℂ).PosSemidef ∧
      (Matrix.of fun _ _ => 1 : Matrix (Fin 3) (Fin 3) ℂ).det = 0 ∧
      mixedImmanant (Matrix.of fun _ _ => 1) = 0 ∧
      (Matrix.of fun _ _ => 1 : Matrix (Fin 3) (Fin 3) ℂ).permanent = 6 := by
  refine ⟨?_, ?_, ?_, ?_⟩
  · -- the Gram matrix of three equal unit vectors
    have h := Matrix.posSemidef_conjTranspose_mul_self
      (Matrix.of fun _ _ => 1 : Matrix (Fin 1) (Fin 3) ℂ)
    convert h using 1
    ext i j
    simp [Matrix.mul_apply]
  · simp [Matrix.det_fin_three]
  · rw [(explicit_formulas _).1]
    norm_num [Matrix.of_apply]
  · rw [(explicit_formulas _).2]
    norm_num [Matrix.of_apply]

end

end ImmanantOrdering
```

```lean
#print axioms ImmanantOrdering.det_and_permanent_are_immanants
-- 'ImmanantOrdering.det_and_permanent_are_immanants' depends on axioms: [propext, Classical.choice, Quot.sound]
#print axioms ImmanantOrdering.immanant_ordering
-- 'ImmanantOrdering.immanant_ordering' depends on axioms: [propext, Classical.choice, Quot.sound]
#print axioms ImmanantOrdering.mixed_eq_permanent_iff
-- 'ImmanantOrdering.mixed_eq_permanent_iff' depends on axioms: [propext, Classical.choice, Quot.sound]
#print axioms ImmanantOrdering.all_ones_values
-- 'ImmanantOrdering.all_ones_values' depends on axioms: [propext, Classical.choice, Quot.sound]
```

## Three symmetry types and one overlap matrix

Let $\varphi_0,\varphi_1,\varphi_2$ be one-particle states, not necessarily orthogonal, with overlaps $A_{ij}=\langle\varphi_i|\varphi_j\rangle$. Such a matrix is Hermitian and positive semidefinite, which is the hypothesis `A.PosSemidef`. The indices run over 0, 1, 2, as in Lean.

`immanant χ A` is $\sum_\sigma \chi(\sigma)\prod_i A_{\sigma(i)\,i}$. The definition accepts any weight $\chi$, whereas textbooks reserve the word for irreducible characters. The sign gives the determinant and the constant 1 gives the permanent; `det_and_permanent_are_immanants` proves this for every matrix size. The mixed character of three particles, `mixedCharacter`, is the number of fixed points minus one. It belongs to a two-dimensional representation, and `mixedImmanant` includes the division by two. Call its value $d$. With this normalisation the determinant, $d$ and the permanent all equal 1 when the states are orthonormal.

The step from these sums to quantum states is standard group theory, which the Lean theorems leave aside. Projecting $\varphi_0\otimes\varphi_1\otimes\varphi_2$ onto the antisymmetric, mixed and symmetric sectors gives the squared norms
$$w_A=\tfrac16\det A,\qquad w_M=\tfrac23\,d,\qquad w_S=\tfrac16\operatorname{perm}A .$$
Read this way, the ordering says $w_A\le w_M/4\le w_S$. For three electrons in a single product of spatial orbitals, the antisymmetric spatial part goes with total spin $3/2$ and the mixed part with spin $1/2$, so the lower inequality compares the total weights of the spatial product in the sectors belonging to these two spins. The norm of an individual spin-1/2 function depends also on how the spins are coupled, and the inequality says nothing about energies.

## What the theorems state

`immanant_ordering` has five parts: the imaginary parts of $\det A$, $d$ and $\operatorname{perm}A$ vanish, and their real parts satisfy
$$\det A\le d\le\operatorname{perm}A .$$
The ordering is proved for 3 by 3 matrices only.

`mixed_eq_permanent_iff` treats equality on the upper side. If all diagonal entries are positive, so that none of the three states is the zero vector, then $d=\operatorname{perm}A$ exactly when $A_{01}=A_{02}=A_{12}=0$. A single zero on the diagonal is enough to spoil this: with $A_{11}=A_{22}=A_{12}=A_{21}=1$ and all other entries zero, both sides vanish although $A_{12}\neq0$.

The lower side behaves differently. By `all_ones_values`, the all-ones matrix, which describes three identical normalised states, has $\det A=d=0$ and $\operatorname{perm}A=6$. Equality of $\det A$ and $d$ therefore does not force the overlaps to vanish.

## Reduction to two exchange terms

The mixed character is 2 on the identity, 0 on the three transpositions and $-1$ on the two 3-cycles. Hence
$$d=A_{00}A_{11}A_{22}-\tfrac12\left(A_{01}A_{12}A_{20}+A_{02}A_{10}A_{21}\right).$$
`explicit_formulas` proves this, together with the six-term expansion of the permanent. It lists the six permutations, has `decide` confirm that the list is complete, and evaluates each term.

For Hermitian $A$ the diagonal is real and $A_{ij}A_{ji}=|A_{ij}|^2$ (`hermitian_entries`). Define
$$D=A_{00}A_{11}A_{22},\qquad t=\operatorname{Re}(A_{01}A_{12}A_{20}),$$
$$S=A_{00}|A_{12}|^2+A_{11}|A_{02}|^2+A_{22}|A_{01}|^2 .$$
In Lean these are `direct`, `cyclicExchange` and `pairExchange`. The names refer to products of overlaps, not to the Coulomb and exchange integrals of electronic structure theory. The two cyclic products are complex conjugates, so their sum is $2t$, and
$$\det A=D+2t-S,\qquad d=D-t,\qquad \operatorname{perm}A=D+2t+S .$$
This is `exchange_expansion`. Its step `ht` is the statement about the cyclic products, and `linear_combination` inserts it into each formula. All three right-hand sides are real. Subtracting gives
$$d-\det A=S-3t,\qquad \operatorname{perm}A-d=S+3t,$$
so the two inequalities together are equivalent to $3|t|\le S$.

## Why the pair exchange dominates

Write $a,b,c$ for the diagonal entries $A_{00},A_{11},A_{22}$, and $p=|A_{01}|$, $q=|A_{12}|$, $r=|A_{02}|$. A principal 2 by 2 minor of a positive semidefinite matrix is nonnegative, which gives
$$p^2\le ab,\qquad q^2\le bc,\qquad r^2\le ac .$$
This is `overlap_sq_le`, obtained from the determinant of the submatrix on the indices $i,j$. Multiplying the three bounds gives $(pqr)^2\le(abc)^2$, hence $m:=pqr\le abc=D$.

The arithmetic-geometric mean inequality is used in the root-free form $27uvw\le(u+v+w)^3$ for $u,v,w\ge0$. It follows from the identity
$$\begin{aligned}(u+v+w)^3-27uvw={}&\tfrac12(u+v+w)\left[(u-v)^2+(v-w)^2+(u-w)^2\right]\\&+3\left[u(v-w)^2+v(u-w)^2+w(u-v)^2\right],\end{aligned}$$
whose terms are all nonnegative. In `amgm_three` these same products are handed to `nlinarith`, which finds the combination.

With $u=aq^2$, $v=br^2$, $w=cp^2$ the sum is $S$ and the product is $Dm^2$. Therefore
$$S^3\ge27\,Dm^2\ge27\,m^3,$$
and so $S\ge3m$. Since a real part is at most the modulus, $|t|\le m$, and $3|t|\le3m\le S$ follows. `exchange_bound` contains both halves. Its `calc` blocks are the chains for the square and the cube, and `pow_le_pow_iff_left₀` removes the powers. `immanant_ordering` then substitutes the three real expressions and finishes each inequality with `linarith`.

## When the upper inequality is an equality

Suppose the diagonal is positive and $d=\operatorname{perm}A$. Then $S=-3t$. Together with $S\ge3m\ge3|t|$ this forces $S=3m$ and $t=-m$. The determinant becomes
$$\det A=D+2t-S=D-5m,$$
and it is nonnegative, so $D\ge5m$. On the other hand, $27Dm^2\le S^3=27m^3$. If $m$ were positive, this would give $D\le m$, in contradiction to $D\ge5m$. So $m=0$ and $S=0$. Each of the three terms of $S$ is nonnegative and hence zero, and because the diagonal entries are positive, all overlaps vanish.

In the Lean proof `hDm` is the bound $5m\le D$, `hcube` is the cubic inequality, and `nlinarith` derives the contradiction. The auxiliary statement `key` then passes from a vanishing term of $S$ to a vanishing overlap. Conversely, if all overlaps vanish, then $S=t=0$ and both $d$ and $\operatorname{perm}A$ equal $D$.

For the all-ones matrix, `all_ones_values` establishes positivity by writing the matrix as $B^\dagger B$, where $B$ is a single row of ones, and reads the mixed immanant and the permanent off `explicit_formulas`; the determinant comes from Mathlib's formula for 3 by 3 matrices.
